# The energy of one singly excited level, with higher-lying doubles neglected, is correct through first order in the coupling

Let $a$ be the energy of one singly excited level, let $d_k$ be the energies of finitely many doubly excited levels that do not couple among themselves, let $s\,b_k$ be the real coupling between the single and double $k$, and let $w(s)$ be the lowest eigenvalue of the resulting real symmetric matrix. If every $d_k$ lies above $a$, then $(w(s)-a)/s^2 \to -\sum_k b_k^2/(d_k-a)$ as $s \to 0$ with $s \neq 0$.

In Lean 4 with Mathlib:

```lean
import Mathlib

open Matrix Filter Topology

namespace SinglesDoublesShift

variable {ι : Type*} [Fintype ι] [DecidableEq ι]

/-- The Hamiltonian of one singly excited level `a` coupled with strengths `s * b k` to
doubly excited levels `d k` that do not couple among themselves. -/
def hamiltonian (a : ℝ) (d b : ι → ℝ) (s : ℝ) : Matrix (Unit ⊕ ι) (Unit ⊕ ι) ℝ :=
  Matrix.fromBlocks (Matrix.of fun _ _ => a) (Matrix.of fun _ k => s * b k)
    (Matrix.of fun k _ => s * b k) (Matrix.diagonal d)

/-- `E` is an energy of the matrix `M` if some nonzero vector `v` satisfies `M v = E v`. -/
def IsEnergy {m : Type*} [Fintype m] (M : Matrix m m ℝ) (E : ℝ) : Prop :=
  ∃ v : m → ℝ, v ≠ 0 ∧ M *ᵥ v = E • v

/-- The eigenvalue problem written as equations for the singles amplitude `x` and the
doubles amplitudes `y k`. -/
theorem isEnergy_iff_amplitudes (a : ℝ) (d b : ι → ℝ) (s E : ℝ) :
    IsEnergy (hamiltonian a d b s) E ↔
      ∃ (x : ℝ) (y : ι → ℝ), (x ≠ 0 ∨ y ≠ 0) ∧ a * x + s * ∑ k, b k * y k = E * x ∧
        ∀ k, s * b k * x + d k * y k = E * y k := by
  have h1 : ∀ v : Unit ⊕ ι → ℝ, (hamiltonian a d b s *ᵥ v) (Sum.inl ()) =
      a * v (Sum.inl ()) + s * ∑ k, b k * v (Sum.inr k) := by
    intro v
    simp [hamiltonian, Matrix.mulVec, dotProduct, Finset.mul_sum, mul_assoc]
  have h2 : ∀ (v : Unit ⊕ ι → ℝ) (k : ι), (hamiltonian a d b s *ᵥ v) (Sum.inr k) =
      s * b k * v (Sum.inl ()) + d k * v (Sum.inr k) := by
    intro v k
    simp [hamiltonian, Matrix.mulVec, dotProduct, Matrix.diagonal_apply]
  constructor
  · rintro ⟨v, hv, h⟩
    refine ⟨v (Sum.inl ()), fun k => v (Sum.inr k), ?_,
      (h1 v).symm.trans (congrFun h _), fun k => (h2 v k).symm.trans (congrFun h _)⟩
    by_contra hn
    rw [not_or, not_not, not_not] at hn
    apply hv
    funext i
    rcases i with u | k
    · exact hn.1
    · exact congrFun hn.2 k
  · rintro ⟨x, y, hxy, e1, e2⟩
    refine ⟨Sum.elim (fun _ => x) y, fun h0 => ?_, ?_⟩
    · rcases hxy with hx | hy
      · exact hx (congrFun h0 (Sum.inl ()))
      · exact hy (funext fun k => congrFun h0 (Sum.inr k))
    · funext i
      rcases i with u | k
      · exact (h1 _).trans e1
      · exact (h2 _ k).trans (e2 k)

/-- If all doubles lie above the singles level `a`, then an energy `E` not above `a` obeys a
self-consistent equation for its shift `a - E`. -/
theorem shift_equation {a : ℝ} {d b : ι → ℝ} {s E : ℝ} (had : ∀ k, a < d k) (hE : E ≤ a)
    (h : IsEnergy (hamiltonian a d b s) E) :
    a - E = s ^ 2 * ∑ k, b k ^ 2 / (d k - E) := by
  obtain ⟨x, y, hxy, h1, h2⟩ := (isEnergy_iff_amplitudes a d b s E).1 h
  have hpos : ∀ k, 0 < d k - E := fun k => by linarith [had k]
  -- the doubles amplitudes follow the singles amplitude
  have hy : ∀ k, y k = -(s * b k * x) / (d k - E) := fun k => by
    rw [eq_div_iff (hpos k).ne']
    linear_combination h2 k
  have hx : x ≠ 0 := by
    intro h0
    rcases hxy with h' | h'
    · exact h' h0
    · exact h' (funext fun k => by rw [hy k, h0]; simp)
  have hs : ∑ k, b k * y k = -(s * x) * ∑ k, b k ^ 2 / (d k - E) := by
    rw [Finset.mul_sum]
    refine Finset.sum_congr rfl fun k _ => ?_
    rw [hy k]
    ring
  rw [hs] at h1
  apply mul_right_cancel₀ hx
  linear_combination h1

omit [DecidableEq ι] in
/-- Below all doubles levels, the sum of squared couplings over energy gaps does not decrease as the
energy rises. -/
theorem gap_sum_mono {a : ℝ} {d : ι → ℝ} (b : ι → ℝ) {E F : ℝ} (had : ∀ k, a < d k)
    (hEF : E ≤ F) (hF : F ≤ a) :
    ∑ k, b k ^ 2 / (d k - E) ≤ ∑ k, b k ^ 2 / (d k - F) :=
  Finset.sum_le_sum fun k _ => div_le_div_of_nonneg_left (sq_nonneg _)
    (by linarith [had k]) (by linarith)

/-- If all doubles lie above the singles level, then a lowest energy exists for every coupling
strength, and it is not above the singles level. -/
theorem exists_lowest {a : ℝ} {d : ι → ℝ} (b : ι → ℝ) (had : ∀ k, a < d k) (s : ℝ) :
    ∃ w, IsLeast {E | IsEnergy (hamiltonian a d b s) E} w ∧ w ≤ a := by
  have hS : 0 ≤ s ^ 2 * ∑ k, b k ^ 2 / (d k - a) :=
    mul_nonneg (sq_nonneg s) (Finset.sum_nonneg fun k _ =>
      div_nonneg (sq_nonneg _) (sub_pos.2 (had k)).le)
  obtain ⟨L, hL⟩ : ∃ L, L = a - s ^ 2 * ∑ k, b k ^ 2 / (d k - a) := ⟨_, rfl⟩
  have hLa : L ≤ a := by linarith
  have hc : ContinuousOn (fun E : ℝ => E - a + s ^ 2 * ∑ k, b k ^ 2 / (d k - E))
      (Set.Icc L a) := by
    refine ContinuousOn.add (by fun_prop) (ContinuousOn.mul (by fun_prop)
      (continuousOn_finsetSum _ fun k _ => ContinuousOn.div (by fun_prop) (by fun_prop) ?_))
    intro E hE
    have := had k
    have := hE.2
    exact ne_of_gt (by linarith)
  have hlow : L - a + s ^ 2 * ∑ k, b k ^ 2 / (d k - L) ≤ 0 := by
    have := mul_le_mul_of_nonneg_left (gap_sum_mono b had hLa le_rfl) (sq_nonneg s)
    linarith
  have hhigh : 0 ≤ a - a + s ^ 2 * ∑ k, b k ^ 2 / (d k - a) := by linarith
  -- a solution of the shift equation, by the intermediate value theorem
  obtain ⟨w, ⟨_, hwa⟩, hw'⟩ := intermediate_value_Icc hLa hc ⟨hlow, hhigh⟩
  have hw : w - a + s ^ 2 * ∑ k, b k ^ 2 / (d k - w) = 0 := hw'
  have e1 : a * 1 + s * ∑ k, b k * (-(s * b k) / (d k - w)) = w * 1 := by
    have hs : ∑ k, b k * (-(s * b k) / (d k - w)) = -s * ∑ k, b k ^ 2 / (d k - w) := by
      rw [Finset.mul_sum]
      refine Finset.sum_congr rfl fun k _ => ?_
      ring
    rw [hs]
    linear_combination -hw
  have e2 : ∀ k, s * b k * 1 + d k * (-(s * b k) / (d k - w)) =
      w * (-(s * b k) / (d k - w)) := fun k => by
    have hne : d k - w ≠ 0 := ne_of_gt (by linarith [had k])
    have q : -(s * b k) / (d k - w) * (d k - w) = -(s * b k) := div_mul_cancel₀ _ hne
    linear_combination q
  refine ⟨w, ⟨(isEnergy_iff_amplitudes a d b s w).2
    ⟨1, fun k => -(s * b k) / (d k - w), Or.inl one_ne_zero, e1, e2⟩, ?_⟩, hwa⟩
  -- no energy lies lower, since the gap sum is monotone
  intro E hE
  by_contra hn
  have hlt : E < w := not_le.1 hn
  have h1 := shift_equation had (hlt.le.trans hwa) hE
  have h2 := mul_le_mul_of_nonneg_left (gap_sum_mono b had hlt.le hwa) (sq_nonneg s)
  linarith

/-- If all doubles lie above the singles level `a` and `w s` is the lowest energy, then `(w s - a) /
s ^ 2` tends to minus the sum of squared couplings over the gaps `d k - a` as `s` tends to zero
through nonzero values. -/
theorem lowest_shift_limit {a : ℝ} {d b : ι → ℝ} (had : ∀ k, a < d k) {w : ℝ → ℝ}
    (hw : ∀ s, IsLeast {E | IsEnergy (hamiltonian a d b s) E} (w s)) :
    Tendsto (fun s => (w s - a) / s ^ 2) (𝓝[≠] 0)
      (𝓝 (-∑ k, b k ^ 2 / (d k - a))) := by
  have hwa : ∀ s, w s ≤ a := fun s => by
    obtain ⟨w₀, h0, h0a⟩ := exists_lowest b had s
    exact ((hw s).2 h0.1).trans h0a
  have heq := fun s => shift_equation had (hwa s) (hw s).1
  have hl : ∀ S : ℝ, Tendsto (fun s : ℝ => a - s ^ 2 * S) (𝓝 0) (𝓝 a) := fun S => by
    have h : Continuous (fun s : ℝ => a - s ^ 2 * S) := by fun_prop
    exact h.tendsto' 0 a (by simp)
  -- the energy returns to the singles level when the coupling is switched off
  have hlim : Tendsto w (𝓝 0) (𝓝 a) := by
    refine tendsto_of_tendsto_of_tendsto_of_le_of_le (hl (∑ k, b k ^ 2 / (d k - a)))
      tendsto_const_nhds (fun s => ?_) hwa
    have h1 := mul_le_mul_of_nonneg_left (gap_sum_mono b had (hwa s) le_rfl) (sq_nonneg s)
    have h2 := heq s
    show a - s ^ 2 * ∑ k, b k ^ 2 / (d k - a) ≤ w s
    linarith
  have hsum : Tendsto (fun s => -∑ k, b k ^ 2 / (d k - w s)) (𝓝 0)
      (𝓝 (-∑ k, b k ^ 2 / (d k - a))) :=
    (tendsto_finsetSum _ fun k _ => tendsto_const_nhds.div
      (tendsto_const_nhds.sub hlim) (sub_pos.2 (had k)).ne').neg
  refine (hsum.mono_left nhdsWithin_le_nhds).congr' ?_
  filter_upwards [self_mem_nhdsWithin] with s hs
  have hs0 : s ≠ 0 := hs
  rw [eq_div_iff (pow_ne_zero 2 hs0)]
  linear_combination heq s

/-- If all doubles lie above the singles level, then that level agrees with the lowest energy
through first order in the coupling strength. -/
theorem singles_first_order {a : ℝ} {d b : ι → ℝ} (had : ∀ k, a < d k) {w : ℝ → ℝ}
    (hw : ∀ s, IsLeast {E | IsEnergy (hamiltonian a d b s) E} (w s)) :
    Tendsto (fun s => (w s - a) / s) (𝓝[≠] 0) (𝓝 0) := by
  have hid : Tendsto (fun s : ℝ => s) (𝓝[≠] 0) (𝓝 0) :=
    tendsto_id.mono_left nhdsWithin_le_nhds
  have h := (lowest_shift_limit had hw).mul hid
  rw [mul_zero] at h
  refine h.congr' ?_
  filter_upwards [self_mem_nhdsWithin] with s hs
  have hs0 : s ≠ 0 := hs
  field_simp

/-- If all doubles lie above the singles level, then that level agrees with the lowest energy
through second order exactly when no double couples to it. -/
theorem singles_second_order_iff {a : ℝ} {d b : ι → ℝ} (had : ∀ k, a < d k) {w : ℝ → ℝ}
    (hw : ∀ s, IsLeast {E | IsEnergy (hamiltonian a d b s) E} (w s)) :
    Tendsto (fun s => (w s - a) / s ^ 2) (𝓝[≠] 0) (𝓝 0) ↔ b = 0 := by
  have hmain := lowest_shift_limit had hw
  constructor
  · intro h
    have h0 := tendsto_nhds_unique h hmain
    have hs : ∑ k, b k ^ 2 / (d k - a) = 0 := by linarith
    -- a vanishing sum of nonnegative terms vanishes term by term
    have hall := (Finset.sum_eq_zero_iff_of_nonneg (fun k _ =>
      div_nonneg (sq_nonneg (b k)) (sub_pos.2 (had k)).le)).1 hs
    funext k
    rcases div_eq_zero_iff.1 (hall k (Finset.mem_univ k)) with h | h
    · exact (pow_eq_zero_iff two_ne_zero).1 h
    · exact absurd h (sub_pos.2 (had k)).ne'
  · intro hb
    have e : -∑ k, b k ^ 2 / (d k - a) = 0 := by simp [hb]
    rwa [e] at hmain

/-- For one single `a` and one double `d` above it, the lower eigenvalue `w s` of the two-by-two
matrix satisfies `(w s - a) / s ^ 2 → -(b ^ 2 / (d - a))` as the coupling is switched off. -/
theorem two_level_limit {a b d : ℝ} (had : a < d) {w : ℝ → ℝ}
    (hw : ∀ s, IsLeast {E | IsEnergy !![a, s * b; s * b, d] E} (w s)) :
    Tendsto (fun s => (w s - a) / s ^ 2) (𝓝[≠] 0) (𝓝 (-(b ^ 2 / (d - a)))) := by
  -- the two-by-two matrix has the same energies as the block matrix with one double
  have key : ∀ s E, IsEnergy !![a, s * b; s * b, d] E ↔
      IsEnergy (hamiltonian a (fun _ : Unit => d) (fun _ => b) s) E := by
    intro s E
    rw [isEnergy_iff_amplitudes]
    constructor
    · rintro ⟨v, hv, h⟩
      have h0 := congrFun h 0
      have h1 := congrFun h 1
      simp [Matrix.mulVec, dotProduct, Fin.sum_univ_two] at h0 h1
      refine ⟨v 0, fun _ => v 1, ?_, ?_, fun _ => by linear_combination h1⟩
      · by_contra hn
        rw [not_or, not_not, not_not] at hn
        apply hv
        funext i
        fin_cases i
        · exact hn.1
        · exact congrFun hn.2 ()
      · simp only [Finset.univ_unique, Finset.sum_singleton]
        linear_combination h0
    · rintro ⟨x, y, hxy, h1, h2⟩
      have h1' : a * x + s * (b * y ()) = E * x := by simpa using h1
      have h2' := h2 ()
      refine ⟨![x, y ()], fun h0 => ?_, ?_⟩
      · rcases hxy with hx | hy
        · exact hx (congrFun h0 0)
        · exact hy (funext fun _ => congrFun h0 1)
      · funext i
        fin_cases i
        · simp [Matrix.mulVec, dotProduct, Fin.sum_univ_two]
          linear_combination h1'
        · simp [Matrix.mulVec, dotProduct, Fin.sum_univ_two]
          linear_combination h2'
  have h := lowest_shift_limit (d := fun _ : Unit => d) (b := fun _ => b) (fun _ => had)
    (w := w) (fun s => by simpa only [key] using hw s)
  simpa using h

end SinglesDoublesShift
```

```lean
#print axioms SinglesDoublesShift.singles_first_order
-- 'SinglesDoublesShift.singles_first_order' depends on axioms: [propext, Classical.choice, Quot.sound]
#print axioms SinglesDoublesShift.singles_second_order_iff
-- 'SinglesDoublesShift.singles_second_order_iff' depends on axioms: [propext, Classical.choice, Quot.sound]
#print axioms SinglesDoublesShift.two_level_limit
-- 'SinglesDoublesShift.two_level_limit' depends on axioms: [propext, Classical.choice, Quot.sound]
```

## The matrix, its energies and the limits

The definition `hamiltonian a d b s` is the block matrix

$$
H(s) = \begin{pmatrix} a & s\,b^{T} \\ s\,b & \operatorname{diag}(d) \end{pmatrix}.
$$

Its rows and columns are indexed by `Unit ⊕ ι`: the single element of `Unit` labels the singly excited level, and the elements $k$ of the finite type `ι` label the doubles. The numbers $a$, $d_k$ and $b_k$ are energies in a common unit, and $s$ is a dimensionless parameter that switches the coupling on. There may be no doubles at all, in which case the sum is zero and $w(s)=a$.

`IsEnergy M E` says that the real number $E$ has a nonzero real vector $v$ with $Mv = Ev$. The vector need not be normalised. The lowest energy is the least element of the set of energies, written with `IsLeast`.

The theorems about limits take a function `w` and the hypothesis `hw` that `w s` is the lowest energy for every $s$. By `exists_lowest`, a lowest energy exists for every $s$ whenever all $d_k > a$, so such a function is always available. The filter `𝓝[≠] 0` means that $s$ tends to zero from either side without being zero.

Under the hypothesis `hw`, and with every double above the single, the file proves four limit statements:

- `lowest_shift_limit` gives the limit of $(w(s)-a)/s^2$ stated at the top.
- `singles_first_order` says that $(w(s)-a)/s \to 0$. This is the precise sense of "correct through first order".
- `singles_second_order_iff` says that $(w(s)-a)/s^2 \to 0$ holds exactly when $b = 0$, that is, when every coupling vanishes.
- `two_level_limit` treats the matrix with rows $(a, sb)$ and $(sb, d)$, where $a<d$, and gives the coefficient $-b^2/(d-a)$.

## A singles-dominated excitation and its doubles

Neglecting the doubles means keeping only the upper left entry of $H(s)$, so the approximate excitation energy is $a$. The energies are understood relative to a fixed ground state, which does not appear in the matrix. If the ground state also couples to doubles, its own energy shifts as well, and that shift is not part of $w(s)-a$. For electronic structure, the result gives the order of the error that a singles-only calculation makes in this model of one single, a symmetric matrix and diagonal energies independent of $s$.

The hypothesis $a < d_k$ says that every double lies above the single. It excludes degeneracy: for one double with $d=a$ and $b\neq 0$ the lower eigenvalue is $a-|sb|$, and the error is already of first order.

The model is much simpler than equation-of-motion coupled-cluster theory. There the similarity-transformed Hamiltonian is in general not symmetric, many singles mix with one another, and the matrix elements themselves depend on the ground-state amplitudes. The doubles here do not couple among themselves. For a real symmetric doubles block independent of $s$, this form can be reached by an orthogonal change of basis within the doubles.

## Eliminating the doubles amplitudes

Write $x$ for the singles amplitude and $y_k$ for the doubles amplitudes. The eigenvalue problem $H(s)v = Ev$ becomes

$$
a x + s\sum_k b_k y_k = E x, \qquad s\,b_k x + d_k y_k = E y_k .
$$

This is `isEnergy_iff_amplitudes`, which is proved by multiplying out the block matrix and matching the components of $v$ with $x$ and $y$.

Suppose now that $E \le a$. Then $d_k - E > 0$ for every $k$, and the second equation gives

$$
y_k = -\frac{s\,b_k}{d_k-E}\,x .
$$

If $x$ were zero, all $y_k$ would vanish too, and the vector would be zero. Hence $x \neq 0$. Inserting $y_k$ into the first equation gives

$$
a x - s^2 x \sum_k \frac{b_k^2}{d_k-E} = E x,
$$

and division by $x$ leaves

$$
a - E = s^2 G(E), \qquad G(E) = \sum_k \frac{b_k^2}{d_k-E}.
$$

The lemma `shift_equation` follows these steps: `hy` is the formula for the doubles amplitudes, `hx` is the argument that $x \neq 0$, and `mul_right_cancel₀` cancels $x$ at the end.

## A lowest energy exists and is at most $a$

If $E \le F \le a$, then $d_k - E \ge d_k - F > 0$, so each term of $G$ is at least as large at $F$ as at $E$. Thus $G(E) \le G(F)$, which is `gap_sum_mono`.

To find an energy, put $L = a - s^2 G(a)$, so that $L \le a$, and consider $f(E) = E - a + s^2 G(E)$ on $[L,a]$. The function is continuous there because no denominator vanishes. At the ends,

$$
f(L) = s^2\bigl(G(L)-G(a)\bigr) \le 0, \qquad f(a) = s^2 G(a) \ge 0 .
$$

The intermediate value theorem gives a point $w \in [L,a]$ with $f(w)=0$. The amplitudes $x=1$ and $y_k = -s\,b_k/(d_k-w)$ satisfy both amplitude equations at $E=w$, so $w$ is an energy.

No energy lies below it. If $E<w$ were an energy, the shift equation and the monotonicity of $G$ would give

$$
a - E = s^2G(E) \le s^2G(w) = a-w,
$$

hence $E \ge w$, a contradiction. In `exists_lowest`, `hlow` and `hhigh` are the two end values, `e1` and `e2` are the amplitude equations, and the last lines are this contradiction.

## The second-order coefficient

Since $w(s)$ is the lowest energy, it is at most $a$, and the shift equation applies to it:

$$
0 \le a-w(s) = s^2G(w(s)) \le s^2G(a).
$$

The right-hand side tends to zero, so $w(s) \to a$. This squeeze is `hlim` in the proof of `lowest_shift_limit`. For $s \neq 0$, division by $s^2$ gives

$$
\frac{w(s)-a}{s^2} = -G(w(s)) .
$$

Each denominator $d_k-w(s)$ tends to $d_k-a>0$, so the finite sum converges term by term and the limit is $-G(a)$. This is `hsum`; the closing `filter_upwards` step restricts to $s \neq 0$ and identifies the two sides of the last equation.

The formula for $y_k$ also shows, by a step that no theorem in the file records, that $y_k/x \to 0$ for the lowest state, so its normalised singles weight tends to one.

## First order, second order and a single double

For $s \neq 0$,

$$
\frac{w(s)-a}{s} = s\cdot\frac{w(s)-a}{s^2}.
$$

The first factor tends to zero and the second to a finite number, so the product tends to zero. The proof of `singles_first_order` multiplies the two limits in the same way.

If $(w(s)-a)/s^2$ tends to zero, uniqueness of limits gives $\sum_k b_k^2/(d_k-a)=0$. All terms are nonnegative, so each one vanishes, and since $d_k-a>0$ every $b_k$ is zero. Conversely, $b=0$ makes the coefficient zero. These are the two directions of `singles_second_order_iff`.

For one double, the two-by-two matrix and the block matrix have the same amplitude equations. The statement `key` in `two_level_limit` shows that they therefore have the same energies, and the general limit, with its sum reduced to one term, gives $-b^2/(d-a)$.
